# Full-cell overlap of envelopes from the energy slope of the structure matrix, in a finite plane-wave basis

## How can $S$ know about the whole cell?

Without the full-cell overlap of my LMTO envelopes, I am left with the atomic-sphere value, in which overlapping spheres count some regions twice and miss others. I have read that the energy derivative of the structure matrix supplies this overlap. But $S$ only samples the envelopes at their sources. How can its slope contain their norm over the whole cell, and with which sign?

## Two nearby energies turn the slope into a norm

The slope is minus the overlap, provided that the sources do not change with energy. Take finitely many plane waves, orthonormal over the cell, a Hermitian matrix $T$ on them (the kinetic energy) and a matrix $B$ whose columns are the sources. For real $z$ outside the spectrum of $T$, define

$$G(z)=(z-T)^{-1},\qquad K(z)=G(z)B,\qquad S(z)=B^\dagger G(z)B.$$

The columns of $K$ are the envelopes, and $K^\dagger K$ is their full-cell overlap. The condition on $z$ means that the cell has no source-free wave at that energy. It excludes $z=0$, the usual choice in LMTO-ASA, at Bloch vector zero, where the constant plane wave has zero kinetic energy and needs no source.

For two such energies $z$ and $w$,

$$G(z)-G(w)=G(z)\big[(w-T)-(z-T)\big]G(w)=(w-z)\,G(z)G(w).$$

Since $z$ is real and $T$ Hermitian, $G(z)^\dagger=G(z)$. Multiplying by $B^\dagger$ and $B$ gives

$$S(z)-S(w)=(w-z)\,K(z)^\dagger K(w).$$

Because $\det(w-T)$ is continuous in $w$, energies near $z$ also lie outside the spectrum. For $w\neq z$ we may therefore divide:

$$\frac{S(w)-S(z)}{w-z}=-K(z)^\dagger K(w).$$

The inverse is the adjugate over the determinant, so $G$ is continuous at $z$. Letting $w\to z$ gives $dS/dz=-K^\dagger K$. The overlap is positive semidefinite, as $c^\dagger K^\dagger Kc=\|Kc\|^2\ge 0$ for any coefficients $c$.

For the kinetic matrix, $(z-T)K=B$ gives $TK=zK-B$. With $K^\dagger B=B^\dagger GB=S$,

$$K^\dagger TK=zK^\dagger K-S=-z\,\frac{dS}{dz}-S.$$

With one plane wave of energy $t$ and one source $b$, $S=|b|^2/(z-t)$ and $-dS/dz=|b|^2/(z-t)^2=|K|^2$. The kinetic formula gives $t|b|^2/(z-t)^2=t|K|^2$, as it should.

## What the Lean statement says

The index types `n` and `m` label plane waves and envelopes. `green`, `envelope` and `structureMatrix` are $G$, $K$ and $S$; this $S$ is the Green matrix between sources, not the overlap matrix that often bears the letter, and LMTO texts may choose other signs and normalisations. Their bare structure constants also leave out the direct own-site term, which this $S$ includes and whose slope is part of the overlap. The hypotheses are `hT : T.IsHermitian` and `hz`, which puts the real number `z` outside the complex spectrum.

`combined_correction` states that every entry of $S$ is differentiable at $z$, that $K^\dagger K=-dS/dz$ and is positive semidefinite, and that the kinetic formula holds. Differentiability matters here because `structureSlope` uses `deriv`, which Lean sets to zero where no derivative exists.

For a finite basis and fixed `B`, these are the full-cell overlap and kinetic terms that the envelopes contribute to LMTO overlap and Hamiltonian matrices. Unsmoothed Hankel envelopes with $l\ge 1$ are too singular at their own site to have a finite full-cell norm, so their overlap here grows without limit as plane waves are added. For $l=0$ the overlap converges, but $S$ and the kinetic term still diverge. Envelopes with smooth sources avoid both problems. Replacing the envelopes by partial waves inside the spheres is a separate part of the combined correction. The step left to the user is to identify actual muffin-tin envelopes with this finite model; energy-dependent sources would add terms in $dB/dz$ to the slope.

```lean
import Mathlib

open Matrix
open scoped Topology ComplexOrder

namespace CombinedCorrection

noncomputable section

variable {n m : Type*} [Fintype n] [DecidableEq n]

/-- The Green matrix `(z - T)⁻¹` at a real energy `z` outside the spectrum of `T`. -/
def green (T : Matrix n n ℂ) (z : ℝ) : Matrix n n ℂ :=
  ((z : ℂ) • (1 : Matrix n n ℂ) - T)⁻¹

/-- The envelopes `K(z) = (z - T)⁻¹ B`, one column for each source column of `B`,
for `z` outside the spectrum of `T`. -/
def envelope (T : Matrix n n ℂ) (B : Matrix n m ℂ) (z : ℝ) : Matrix n m ℂ :=
  green T z * B

/-- The structure matrix `S(z) = B† (z - T)⁻¹ B`, for `z` outside the spectrum of `T`. -/
def structureMatrix (T : Matrix n n ℂ) (B : Matrix n m ℂ) (z : ℝ) : Matrix m m ℂ :=
  Bᴴ * green T z * B

/-- The matrix of entrywise energy derivatives `dS/dz`, for `z` outside the spectrum of `T`. -/
def structureSlope (T : Matrix n n ℂ) (B : Matrix n m ℂ) (z : ℝ) : Matrix m m ℂ :=
  Matrix.of fun i j => deriv (fun x : ℝ => structureMatrix T B x i j) z

/-- A real energy `z` lies outside the spectrum of `T` exactly when `z - T` has an
invertible determinant. -/
theorem notMem_spectrum_iff_det (T : Matrix n n ℂ) (z : ℝ) :
    (z : ℂ) ∉ spectrum ℂ T ↔ IsUnit ((z : ℂ) • (1 : Matrix n n ℂ) - T).det := by
  rw [spectrum.mem_iff, not_not, Algebra.algebraMap_eq_smul_one,
    Matrix.isUnit_iff_isUnit_det]

/-- Outside the spectrum of `T` the envelopes solve the wave equation with sources,
`(z - T) K = B`. -/
theorem envelope_wave_equation {T : Matrix n n ℂ} (B : Matrix n m ℂ) {z : ℝ}
    (hz : (z : ℂ) ∉ spectrum ℂ T) :
    ((z : ℂ) • (1 : Matrix n n ℂ) - T) * envelope T B z = B := by
  rw [envelope, green, ← Matrix.mul_assoc,
    Matrix.mul_nonsing_inv _ ((notMem_spectrum_iff_det T z).mp hz), Matrix.one_mul]

/-- For Hermitian `T`, the overlap of envelopes at two real energies outside the spectrum times
`w - z` is the difference of structure matrices: `(w - z) K(z)† K(w) = S(z) - S(w)`. -/
theorem two_energy_overlap {T : Matrix n n ℂ} (hT : T.IsHermitian) (B : Matrix n m ℂ)
    {z w : ℝ} (hz : (z : ℂ) ∉ spectrum ℂ T) (hw : (w : ℂ) ∉ spectrum ℂ T) :
    ((w : ℂ) - z) • ((envelope T B z)ᴴ * envelope T B w)
      = structureMatrix T B z - structureMatrix T B w := by
  have h1 : green T z * ((z : ℂ) • (1 : Matrix n n ℂ) - T) = 1 :=
    Matrix.nonsing_inv_mul _ ((notMem_spectrum_iff_det T z).mp hz)
  have h2 : ((w : ℂ) • (1 : Matrix n n ℂ) - T) * green T w = 1 :=
    Matrix.mul_nonsing_inv _ ((notMem_spectrum_iff_det T w).mp hw)
  -- the resolvent identity
  have hres : green T z - green T w = ((w : ℂ) - z) • (green T z * green T w) := by
    calc green T z - green T w
        = green T z * (((w : ℂ) • (1 : Matrix n n ℂ) - T) * green T w)
          - (green T z * ((z : ℂ) • (1 : Matrix n n ℂ) - T)) * green T w := by
          rw [h1, h2, mul_one, one_mul]
      _ = ((w : ℂ) - z) • (green T z * green T w) := by
          simp only [sub_mul, mul_sub, smul_mul_assoc, mul_smul_comm, one_mul, mul_one,
            mul_assoc, sub_smul]
          abel
  -- at real energy the Green matrix is Hermitian
  have hG : (green T z)ᴴ = green T z := by
    rw [green, Matrix.conjTranspose_nonsing_inv]
    congr 1
    simp [Matrix.conjTranspose_sub, Matrix.conjTranspose_smul, hT.eq]
  have hK : (envelope T B z)ᴴ * envelope T B w = Bᴴ * (green T z * green T w) * B := by
    simp only [envelope, Matrix.conjTranspose_mul, hG, Matrix.mul_assoc]
  rw [hK, structureMatrix, structureMatrix, ← Matrix.sub_mul, ← Matrix.mul_sub, hres,
    Matrix.mul_smul, Matrix.smul_mul]

/-- For Hermitian `T` and real `z` outside its spectrum, each entry of the structure matrix
is differentiable in energy, with derivative minus the envelope overlap. -/
theorem hasDerivAt_structureMatrix {T : Matrix n n ℂ} (hT : T.IsHermitian)
    (B : Matrix n m ℂ) {z : ℝ} (hz : (z : ℂ) ∉ spectrum ℂ T) (i j : m) :
    HasDerivAt (fun x : ℝ => structureMatrix T B x i j)
      (-((envelope T B z)ᴴ * envelope T B z) i j) z := by
  have hz0 := ((notMem_spectrum_iff_det T z).mp hz).ne_zero
  have hshift : Continuous fun x : ℝ => (x : ℂ) • (1 : Matrix n n ℂ) - T :=
    (Complex.continuous_ofReal.smul continuous_const).sub continuous_const
  have hdet := hshift.matrix_det
  -- the Green matrix is continuous at `z`
  have hgreen : ContinuousAt (fun x : ℝ => green T x) z := by
    have h : (fun x : ℝ => green T x) = fun x : ℝ =>
        (((x : ℂ) • (1 : Matrix n n ℂ) - T).det)⁻¹ •
          ((x : ℂ) • (1 : Matrix n n ℂ) - T).adjugate := by
      funext x
      rw [green, Matrix.inv_def, Ring.inverse_eq_inv']
    rw [h]
    exact (hdet.continuousAt.inv₀ hz0).smul hshift.matrix_adjugate.continuousAt
  have hlin : Continuous fun G : Matrix n n ℂ => -((envelope T B z)ᴴ * (G * B)) i j :=
    ((continuous_const.matrix_mul
      (continuous_id.matrix_mul continuous_const)).matrix_elem i j).neg
  have hF : ContinuousAt
      (fun x : ℝ => -((envelope T B z)ᴴ * envelope T B x) i j) z :=
    hlin.continuousAt.comp hgreen
  have hev : ∀ᶠ x : ℝ in 𝓝[≠] z, ((x : ℂ) • (1 : Matrix n n ℂ) - T).det ≠ 0 :=
    (hdet.continuousAt.eventually_ne hz0).filter_mono nhdsWithin_le_nhds
  -- the difference quotient is minus the two-energy overlap
  rw [hasDerivAt_iff_tendsto_slope]
  refine (hF.tendsto.mono_left nhdsWithin_le_nhds).congr' ?_
  filter_upwards [hev, self_mem_nhdsWithin] with x hx hne
  have hxz : (x : ℂ) - z ≠ 0 := sub_ne_zero.mpr (fun h => hne (Complex.ofReal_injective h))
  have h := congrFun (congrFun (two_energy_overlap hT B hz
    ((notMem_spectrum_iff_det T x).mpr (isUnit_iff_ne_zero.mpr hx))) i) j
  simp only [Matrix.smul_apply, Matrix.sub_apply, smul_eq_mul] at h
  simp only [slope_def_module, Complex.real_smul, Complex.ofReal_inv, Complex.ofReal_sub]
  rw [eq_inv_mul_iff_mul_eq₀ hxz]
  linear_combination -h

/-- For Hermitian `T` and real `z` outside its spectrum, the matrix of `T` between envelopes
is `K† T K = z K† K - S`. -/
theorem envelope_kinetic {T : Matrix n n ℂ} (hT : T.IsHermitian) (B : Matrix n m ℂ)
    {z : ℝ} (hz : (z : ℂ) ∉ spectrum ℂ T) :
    (envelope T B z)ᴴ * T * envelope T B z
      = (z : ℂ) • ((envelope T B z)ᴴ * envelope T B z) - structureMatrix T B z := by
  have h := envelope_wave_equation B hz
  rw [Matrix.sub_mul, Matrix.smul_mul, Matrix.one_mul] at h
  have hTK : T * envelope T B z = (z : ℂ) • envelope T B z - B := by
    calc T * envelope T B z
        = (z : ℂ) • envelope T B z - ((z : ℂ) • envelope T B z - T * envelope T B z) :=
          (sub_sub_cancel _ _).symm
      _ = (z : ℂ) • envelope T B z - B := by rw [h]
  have hG : (green T z)ᴴ = green T z := by
    rw [green, Matrix.conjTranspose_nonsing_inv]
    congr 1
    simp [Matrix.conjTranspose_sub, Matrix.conjTranspose_smul, hT.eq]
  have hS : (envelope T B z)ᴴ * B = structureMatrix T B z := by
    rw [envelope, Matrix.conjTranspose_mul, hG, structureMatrix]
  rw [Matrix.mul_assoc, hTK, Matrix.mul_sub, Matrix.mul_smul, hS]

/-- For Hermitian `T` and real `z` outside its spectrum, `S` is differentiable entrywise, the
full-cell overlap `K† K` equals `-dS/dz` and is positive semidefinite, and `K† T K = -z dS/dz - S`.
-/
theorem combined_correction [Fintype m] {T : Matrix n n ℂ} (hT : T.IsHermitian)
    (B : Matrix n m ℂ) {z : ℝ} (hz : (z : ℂ) ∉ spectrum ℂ T) :
    (∀ i j, HasDerivAt (fun x : ℝ => structureMatrix T B x i j)
      (structureSlope T B z i j) z) ∧
    (envelope T B z)ᴴ * envelope T B z = -structureSlope T B z ∧
    ((envelope T B z)ᴴ * envelope T B z).PosSemidef ∧
    (envelope T B z)ᴴ * T * envelope T B z
      = (-(z : ℂ)) • structureSlope T B z - structureMatrix T B z := by
  have hS : structureSlope T B z = -((envelope T B z)ᴴ * envelope T B z) := by
    ext i j
    exact (hasDerivAt_structureMatrix hT B hz i j).deriv
  refine ⟨fun i j => ?_, ?_, Matrix.posSemidef_conjTranspose_mul_self _, ?_⟩
  · rw [hS]
    exact hasDerivAt_structureMatrix hT B hz i j
  · rw [hS, neg_neg]
  · rw [envelope_kinetic hT B hz, hS, smul_neg, neg_smul, neg_neg]

/-- For `z` outside the spectrum of `T`, a superposition of envelopes with coefficients `c`
has zero norm exactly when its total source `B c` vanishes. -/
theorem overlap_eq_zero_iff [Fintype m] {T : Matrix n n ℂ} (B : Matrix n m ℂ) {z : ℝ}
    (hz : (z : ℂ) ∉ spectrum ℂ T) (c : m → ℂ) :
    star c ⬝ᵥ (((envelope T B z)ᴴ * envelope T B z) *ᵥ c) = 0 ↔ B *ᵥ c = 0 := by
  rw [← Matrix.mulVec_mulVec, Matrix.dotProduct_mulVec, ← Matrix.star_mulVec,
    dotProduct_star_self_eq_zero]
  constructor
  · intro h
    rw [← envelope_wave_equation B hz, ← Matrix.mulVec_mulVec, h, Matrix.mulVec_zero]
  · intro h
    rw [envelope, ← Matrix.mulVec_mulVec, h, Matrix.mulVec_zero]

/-- If `T` is diagonal in the plane waves `g` with real energies `t g`, all different from
`z`, then `K` and `S` are given by explicit expressions with denominators `z - t g`. -/
theorem plane_wave_formulas (t : n → ℝ) (B : Matrix n m ℂ) {z : ℝ} (hz : ∀ g, z ≠ t g) :
    (∀ g i, envelope (Matrix.diagonal fun g => (t g : ℂ)) B z g i
      = B g i / ((z : ℂ) - t g)) ∧
    ∀ i j, structureMatrix (Matrix.diagonal fun g => (t g : ℂ)) B z i j
      = ∑ g, star (B g i) * B g j / ((z : ℂ) - t g) := by
  have hG : green (Matrix.diagonal fun g => (t g : ℂ)) z
      = Matrix.diagonal fun g => ((z : ℂ) - t g)⁻¹ := by
    unfold green
    apply Matrix.inv_eq_right_inv
    rw [Matrix.smul_one_eq_diagonal, Matrix.diagonal_sub, Matrix.diagonal_mul_diagonal,
      ← Matrix.diagonal_one]
    congr 1
    funext g
    exact mul_inv_cancel₀ (sub_ne_zero.mpr fun h => hz g (Complex.ofReal_injective h))
  refine ⟨fun g i => ?_, fun i j => ?_⟩
  · rw [envelope, hG, Matrix.diagonal_mul, div_eq_inv_mul]
  · rw [structureMatrix, hG, Matrix.mul_apply]
    refine Finset.sum_congr rfl fun g _ => ?_
    rw [Matrix.mul_diagonal, Matrix.conjTranspose_apply]
    ring

end

end CombinedCorrection
```

```lean
#print axioms CombinedCorrection.hasDerivAt_structureMatrix
-- 'CombinedCorrection.hasDerivAt_structureMatrix' depends on axioms: [propext, Classical.choice, Quot.sound]
#print axioms CombinedCorrection.combined_correction
-- 'CombinedCorrection.combined_correction' depends on axioms: [propext, Classical.choice, Quot.sound]
#print axioms CombinedCorrection.overlap_eq_zero_iff
-- 'CombinedCorrection.overlap_eq_zero_iff' depends on axioms: [propext, Classical.choice, Quot.sound]
#print axioms CombinedCorrection.plane_wave_formulas
-- 'CombinedCorrection.plane_wave_formulas' depends on axioms: [propext, Classical.choice, Quot.sound]
```

## From the resolvent identity to the theorem

`notMem_spectrum_iff_det` turns the spectral condition into an invertible determinant, and `envelope_wave_equation` gives $(z-T)K=B$. In `two_energy_overlap`, `hres` is the resolvent identity and `hG` the Hermiticity of $G$.

`hasDerivAt_structureMatrix` takes the limit. `hgreen` proves continuity from the adjugate formula, `hev` keeps nearby energies outside the spectrum, and `hasDerivAt_iff_tendsto_slope` reduces the derivative to the difference quotient, which the two-energy formula evaluates. `envelope_kinetic` follows the kinetic calculation above, and `combined_correction` assembles the results.

`overlap_eq_zero_iff` shows that a superposition has zero norm exactly when $Bc=0$: if $Kc=0$, then $Bc=(z-T)Kc=0$, and conversely $Kc=GBc$. So linearly independent sources give a positive definite overlap. For diagonal $T$ with energies $t_g$, `plane_wave_formulas` inverts entry by entry:

$$K_{gi}=\frac{B_{gi}}{z-t_g},\qquad S_{ij}=\sum_g\frac{B_{gi}^*B_{gj}}{z-t_g}.$$
